# The Araki–Sucher distribution on an exponential in the interelectronic distance

The Araki–Sucher term of the QED energy correction for a two-electron system is built from $1/r_{12}^3$. With exponentially correlated basis functions, its matrix elements contain the factor $e^{-\beta r_{12}}/r_{12}^3$. The integral of this factor over the relative position diverges where the electrons meet, so it is cut off at a radius $a$ and a counterterm is added before $a\to0^+$.

For a function $f$ of the relative position $\mathbf r=\mathbf r_{12}$, the expression at cutoff $a>0$ is

$$A_a[f]=\int_{|\mathbf r|>a}\frac{f(\mathbf r)}{|\mathbf r|^3}\,d^3r+4\pi(\gamma+\ln a)\,f(0),$$

where $\gamma$ is the Euler–Mascheroni constant. When $A_a[f]$ has a limit as $a\to0^+$, that limit is the value of the Araki–Sucher distribution on $f$. The logarithm compensates the short-distance divergence. The constant $\gamma$ fixes how much contact interaction is counted in this term and how much in the other contact terms of the energy. Lengths are pure numbers, in bohr for atomic units, and $\beta$ is in inverse bohr.

The problems treat a single exponential with $\beta>0$. A full matrix element also requires integration over the remaining electronic coordinates. That step and convergence for general $f$ are not treated here.

```lean
import Mathlib

open MeasureTheory Set Filter Topology
open scoped Real

namespace ArakiSucherExponential

noncomputable section

local notation "γ" => Real.eulerMascheroniConstant
```

`Space` is ordinary three-dimensional space with the Euclidean norm.

```lean
/-- Position vectors `r₁₂` in three-dimensional space. -/
abbrev Space := EuclideanSpace ℝ (Fin 3)
```

The exponential integral $E_1(x)=\int_x^\infty e^{-t}/t\,dt$ is called `expIntegral`. The set `Ioi x` is the half-line $t>x$.

```lean
/-- The exponential integral `E₁(x)`, the integral of `exp(-t)/t` over `t > x`, for `x > 0`. -/
def expIntegral (x : ℝ) : ℝ := ∫ t in Ioi x, Real.exp (-t) / t
```

`arakiSucherCutoff f a` is $A_a[f]$. Here `r` is a vector; in the radial theorems it is a distance.

```lean
/-- The Araki-Sucher expression at cutoff radius `a > 0`: the integral of `f(r)/|r|³` outside
the ball of radius `a`, plus the counterterm `4π(γ + ln a) f(0)`. -/
def arakiSucherCutoff (f : Space → ℝ) (a : ℝ) : ℝ :=
  (∫ r in {r : Space | a < ‖r‖}, f r / ‖r‖ ^ 3) + 4 * π * (γ + Real.log a) * f 0
```

## (a) A logarithmic integral from the Gamma function

Show that

$$\int_0^\infty e^{-t}\ln t\,dt=-\gamma.$$

**Solution.** For $\operatorname{Re}s>0$, $\Gamma(s)=\int_0^\infty t^{s-1}e^{-t}dt$. Differentiating under the integral gives $\Gamma'(s)=\int_0^\infty t^{s-1}e^{-t}\ln t\,dt$. Set $s=1$ and use $\Gamma'(1)=-\gamma$.

Lean takes both derivatives at 1 from Mathlib, equates them by uniqueness (`h1.unique`), and passes from complex to real numbers.

```lean
/-- The integral of `exp(-t) ln t` over `t > 0` is minus the Euler-Mascheroni constant. -/
theorem integral_exp_neg_mul_log :
    ∫ t in Ioi (0 : ℝ), Real.exp (-t) * Real.log t = -γ := by
  -- differentiate the Gamma integral at 1 in two ways
  have h1 := Complex.hasDerivAt_GammaIntegral (s := 1) (by simp)
  have hev : Complex.GammaIntegral =ᶠ[𝓝 1] Complex.Gamma := by
    filter_upwards [(isOpen_lt continuous_const Complex.continuous_re).mem_nhds
      (show (0 : ℝ) < (1 : ℂ).re by simp)] with s hs
    exact (Complex.Gamma_eq_integral hs).symm
  have h3 := h1.unique (Complex.hasDerivAt_Gamma_one.congr_of_eventuallyEq hev)
  have h4 : ((∫ t in Ioi (0 : ℝ), Real.exp (-t) * Real.log t : ℝ) : ℂ) = -(γ : ℂ) := by
    rw [← h3, ← integral_complex_ofReal]
    refine setIntegral_congr_fun measurableSet_Ioi (fun t _ => ?_)
    simp only [sub_self, Complex.cpow_zero, one_mul]
    push_cast
    ring
  exact_mod_cast h4
```

## (b) Absolute convergence

Show that

$$\int_0^\infty e^{-t}\,|\ln t|\,dt<\infty.$$

**Solution.** On $0<t<1$ the integrand is at most $-\ln t$, whose integral is 1. For $t\ge1$ it is at most $te^{-t}$, which is integrable.

The Lean proof is shorter: Mathlib assigns the value 0 to the integral of a non-integrable function, whereas (a) gives $-\gamma$, and $\gamma>1/2$.

```lean
/-- The function `exp(-t) ln t` is integrable over `t > 0`. -/
theorem integrableOn_exp_neg_mul_log :
    IntegrableOn (fun t : ℝ => Real.exp (-t) * Real.log t) (Ioi 0) := by
  by_contra h
  -- a non-integrable function would have integral zero, but the value is `-γ`
  have h0 : ∫ t in Ioi (0 : ℝ), Real.exp (-t) * Real.log t = 0 := integral_undef h
  rw [integral_exp_neg_mul_log] at h0
  linarith [Real.one_half_lt_eulerMascheroniConstant]
```

## (c) Integration by parts

For $x>0$, show that

$$E_1(x)=-e^{-x}\ln x+\int_x^\infty e^{-t}\ln t\,dt.$$

**Solution.** The product rule gives

$$\frac{d}{dt}\left(e^{-t}\ln t\right)=\frac{e^{-t}}{t}-e^{-t}\ln t.$$

Integrate over $t>x$. The boundary term at infinity vanishes because $0\le e^{-t}\ln t\le te^{-t}$ for $t\ge1$. The left side therefore gives $-e^{-x}\ln x$, and rearranging yields the claim.

In the code, `hd` is the product rule, `hlim` is the boundary term, and `hE` and `hL` are the integrability of the two parts.

```lean
/-- Integration by parts for `x > 0`: `E₁(x)` equals `-exp(-x) ln x` plus the integral of
`exp(-t) ln t` over `t > x`. -/
theorem expIntegral_by_parts {x : ℝ} (hx : 0 < x) :
    expIntegral x = -(Real.exp (-x) * Real.log x)
      + ∫ t in Ioi x, Real.exp (-t) * Real.log t := by
  have hexp : IntegrableOn (fun t : ℝ => Real.exp (-t)) (Ioi x) := by
    simpa using exp_neg_integrableOn_Ioi x one_pos
  have hE : IntegrableOn (fun t : ℝ => Real.exp (-t) / t) (Ioi x) := by
    refine Integrable.mono' (hexp.const_mul x⁻¹)
      (Measurable.aestronglyMeasurable (by fun_prop)) ?_
    refine (ae_restrict_iff' measurableSet_Ioi).2 (Eventually.of_forall fun t ht => ?_)
    have hxt : x < t := ht
    have ht0 : 0 < t := hx.trans hxt
    rw [Real.norm_of_nonneg (by positivity), div_eq_inv_mul]
    exact mul_le_mul_of_nonneg_right (inv_anti₀ hx hxt.le) (Real.exp_pos _).le
  have hL := integrableOn_exp_neg_mul_log.mono_set (Ioi_subset_Ioi hx.le)
  -- the boundary term at infinity vanishes
  have hlim : Tendsto (fun t : ℝ => Real.exp (-t) * Real.log t) atTop (𝓝 0) := by
    refine squeeze_zero' ?_ ?_ (Real.tendsto_pow_mul_exp_neg_atTop_nhds_zero 1)
    · filter_upwards [eventually_ge_atTop (1 : ℝ)] with t ht
      exact mul_nonneg (Real.exp_pos _).le (Real.log_nonneg ht)
    · filter_upwards [eventually_ge_atTop (1 : ℝ)] with t ht
      have hlog := Real.log_le_sub_one_of_pos (show 0 < t by linarith)
      nlinarith [Real.exp_pos (-t)]
  have hd : ∀ t ∈ Ici x, HasDerivAt (fun t : ℝ => Real.exp (-t) * Real.log t)
      (Real.exp (-t) / t - Real.exp (-t) * Real.log t) t := by
    intro t ht
    have ht0 : 0 < t := lt_of_lt_of_le hx ht
    exact ((hasDerivAt_neg t).exp.fun_mul (Real.hasDerivAt_log ht0.ne')).congr_deriv (by ring)
  have h : ∫ t in Ioi x, (Real.exp (-t) / t - Real.exp (-t) * Real.log t)
      = 0 - Real.exp (-x) * Real.log x :=
    integral_Ioi_of_hasDerivAt_of_tendsto' hd (hE.sub hL) hlim
  rw [integral_sub hE hL] at h
  unfold expIntegral
  linarith
```

## (d) The exact remainder

For $x>0$, show that

$$E_1(x)+\gamma+\ln x=\int_0^x e^{-t}(\ln x-\ln t)\,dt.$$

**Solution.** Split (a) at $x$:

$$\int_x^\infty e^{-t}\ln t\,dt=-\gamma-\int_0^x e^{-t}\ln t\,dt.$$

Insert this in (c) and add $\gamma+\ln x$:

$$E_1(x)+\gamma+\ln x=(1-e^{-x})\ln x-\int_0^x e^{-t}\ln t\,dt.$$

Since $1-e^{-x}=\int_0^x e^{-t}dt$, the two terms combine into the stated integral. The split is `hsplit`, and the last identity is `hexp`.

```lean
/-- For `x > 0` the remainder `E₁(x) + γ + ln x` is exactly the integral of
`exp(-t)(ln x - ln t)` over `0 < t ≤ x`. -/
theorem expIntegral_remainder {x : ℝ} (hx : 0 < x) :
    expIntegral x + γ + Real.log x
      = ∫ t in Ioc 0 x, Real.exp (-t) * (Real.log x - Real.log t) := by
  have hI := integrableOn_exp_neg_mul_log
  have hI1 := hI.mono_set (Ioc_subset_Ioi_self : Ioc 0 x ⊆ Ioi 0)
  -- split the logarithmic integral at `x`
  have hsplit := setIntegral_union (Ioc_disjoint_Ioi (le_refl x)) measurableSet_Ioi
    hI1 (hI.mono_set (Ioi_subset_Ioi hx.le))
  rw [Ioc_union_Ioi_eq_Ioi hx.le, integral_exp_neg_mul_log] at hsplit
  have hexp : ∫ t in Ioc 0 x, Real.exp (-t) = 1 - Real.exp (-x) := by
    rw [← intervalIntegral.integral_of_le hx.le,
      intervalIntegral.integral_comp_neg (fun t => Real.exp t), integral_exp]
    simp
  have hc : IntegrableOn (fun t : ℝ => Real.exp (-t) * Real.log x) (Ioc 0 x) :=
    (Continuous.integrableOn_Ioc (by fun_prop))
  simp only [mul_sub]
  rw [integral_sub hc hI1, integral_mul_const, hexp, expIntegral_by_parts hx]
  linarith
```

## (e) Bounds on the remainder

For $x>0$, show that

$$0\le E_1(x)+\gamma+\ln x\le x.$$

**Solution.** For $0<t\le x$ we have $\ln x-\ln t\ge0$ and $0<e^{-t}\le1$. The integrand in (d) therefore lies between 0 and $\ln x-\ln t$, and

$$\int_0^x(\ln x-\ln t)\,dt=x\ln x-(x\ln x-x)=x.$$

These steps are `hnn`, `hle` and `hval`.

```lean
/-- For `x > 0` the remainder `E₁(x) + γ + ln x` lies between `0` and `x`. -/
theorem expIntegral_bounds {x : ℝ} (hx : 0 < x) :
    0 ≤ expIntegral x + γ + Real.log x ∧ expIntegral x + γ + Real.log x ≤ x := by
  rw [expIntegral_remainder hx]
  have hlog : ∀ t ∈ Ioc 0 x, 0 ≤ Real.log x - Real.log t := fun t ht =>
    sub_nonneg.2 (Real.log_le_log ht.1 ht.2)
  have hi : IntervalIntegrable (fun t => Real.log x - Real.log t) volume 0 x :=
    intervalIntegrable_const.sub intervalIntegral.intervalIntegrable_log'
  have hval : ∫ t in Ioc 0 x, (Real.log x - Real.log t) = x := by
    rw [← intervalIntegral.integral_of_le hx.le, intervalIntegral.integral_sub
      intervalIntegrable_const intervalIntegral.intervalIntegrable_log',
      intervalIntegral.integral_const, integral_log, smul_eq_mul]
    ring
  have hle : ∀ t ∈ Ioc 0 x, Real.exp (-t) * (Real.log x - Real.log t)
      ≤ Real.log x - Real.log t := fun t ht =>
    mul_le_of_le_one_left (hlog t ht) (Real.exp_le_one_iff.2 (by linarith [ht.1]))
  have hnn : ∀ t ∈ Ioc 0 x, 0 ≤ Real.exp (-t) * (Real.log x - Real.log t) := fun t ht =>
    mul_nonneg (Real.exp_pos _).le (hlog t ht)
  refine ⟨setIntegral_nonneg measurableSet_Ioc hnn, ?_⟩
  calc _ ≤ ∫ t in Ioc 0 x, (Real.log x - Real.log t) := by
        refine integral_mono_of_nonneg ?_ hi.1 ?_
        · exact (ae_restrict_iff' measurableSet_Ioc).2 (Eventually.of_forall hnn)
        · exact (ae_restrict_iff' measurableSet_Ioc).2 (Eventually.of_forall hle)
    _ = x := hval
```

## (f) The error at finite cutoff

Let $I(a)=\int_a^\infty 4\pi e^{-\beta r}/r\,dr$. For $a,\beta>0$, show that

$$0\le I(a)+4\pi(\gamma+\ln a)+4\pi\ln\beta\le4\pi\beta a.$$

**Solution.** With $t=\beta r$, $dr/r=dt/t$, so $I(a)=4\pi E_1(\beta a)$; this is `hscale`. Since $\ln a+\ln\beta=\ln(\beta a)$, the middle expression is

$$4\pi\left[E_1(\beta a)+\gamma+\ln(\beta a)\right].$$

Apply (e) at $x=\beta a$ and multiply by $4\pi$.

```lean
/-- For `β > 0` and cutoff `a > 0`, the regularized radial integral exceeds `-4π ln β` by at
least `0` and at most `4πβa`. -/
theorem cutoff_error {β a : ℝ} (hβ : 0 < β) (ha : 0 < a) :
    0 ≤ (∫ r in Ioi a, 4 * π * Real.exp (-β * r) / r) + 4 * π * (γ + Real.log a)
        + 4 * π * Real.log β ∧
    (∫ r in Ioi a, 4 * π * Real.exp (-β * r) / r) + 4 * π * (γ + Real.log a)
        + 4 * π * Real.log β ≤ 4 * π * β * a := by
  -- the substitution `t = β r`
  have hscale : ∫ r in Ioi a, 4 * π * Real.exp (-β * r) / r
      = 4 * π * expIntegral (β * a) := by
    have h := integral_comp_mul_left_Ioi (fun t => Real.exp (-t) / t) a hβ
    calc _ = ∫ r in Ioi a, (4 * π * β) * (Real.exp (-(β * r)) / (β * r)) := by
          refine setIntegral_congr_fun measurableSet_Ioi (fun r hr => ?_)
          have hr0 : r ≠ 0 := (ha.trans hr).ne'
          simp only [neg_mul]
          field_simp
      _ = (4 * π * β) * (β⁻¹ * expIntegral (β * a)) := by
          rw [integral_const_mul, h, smul_eq_mul, expIntegral]
      _ = _ := by field_simp
  obtain ⟨h0, h1⟩ := expIntegral_bounds (mul_pos hβ ha)
  rw [Real.log_mul hβ.ne' ha.ne'] at h0 h1
  have hπ : 0 ≤ 4 * π := by positivity
  rw [hscale]
  constructor
  · linarith [mul_nonneg hπ h0]
  · linarith [mul_le_mul_of_nonneg_left h1 hπ]
```

## (g) The radial limit

Show that

$$\lim_{a\to0^+}\left[I(a)+4\pi(\gamma+\ln a)\right]=-4\pi\ln\beta.$$

**Solution.** By (f), the bracket lies between $-4\pi\ln\beta$ and $-4\pi\ln\beta+4\pi\beta a$. Both bounds tend to $-4\pi\ln\beta$.

Lean uses the same squeeze; `𝓝[>] 0` expresses the approach from positive $a$.

```lean
/-- For `β > 0`, the integral of `4π exp(-βr)/r` over `r > a` plus `4π(γ + ln a)` tends to
`-4π ln β` as `a` tends to `0` from above. -/
theorem radial_limit {β : ℝ} (hβ : 0 < β) :
    Tendsto (fun a : ℝ => (∫ r in Ioi a, 4 * π * Real.exp (-β * r) / r)
      + 4 * π * (γ + Real.log a)) (𝓝[>] 0) (𝓝 (-(4 * π * Real.log β))) := by
  have hc : Continuous (fun a : ℝ => -(4 * π * Real.log β) + 4 * π * β * a) := by fun_prop
  have hu := (hc.tendsto 0).mono_left (nhdsWithin_le_nhds (s := Ioi (0 : ℝ)))
  simp only [mul_zero, add_zero] at hu
  refine tendsto_of_tendsto_of_tendsto_of_le_of_le' tendsto_const_nhds hu ?_ ?_
  · filter_upwards [self_mem_nhdsWithin] with a ha
    linarith [(cutoff_error hβ ha).1]
  · filter_upwards [self_mem_nhdsWithin] with a ha
    linarith [(cutoff_error hβ ha).2]
```

## (h) From space to the radial line

For $a>0$ and a radial function $g$ whose integral converges absolutely, show that

$$\int_{|\mathbf r|>a}\frac{g(|\mathbf r|)}{|\mathbf r|^3}\,d^3r=\int_a^\infty\frac{4\pi g(s)}{s}\,ds.$$

**Solution.** In spherical coordinates the angles contribute $4\pi$ and the volume element contributes $s^2ds$. Then $s^2/s^3=1/s$.

Lean obtains $4\pi$ as the dimension 3 times the unit-ball volume $4\pi/3$ (`hv`). An indicator function carries the restriction $|\mathbf r|>a$ into Mathlib's polar formula, and `hrad` simplifies the powers of $s$. The code needs no convergence hypothesis, because Mathlib gives both integrals the value 0 when they don't converge absolutely; the formula has its usual meaning only when they do.

```lean
/-- Spherical coordinates: for `a > 0`, the integral of `g(|r|)/|r|³` over the region `|r| > a`
of space is the integral of `4π g(s)/s` over `s > a`. -/
theorem integral_outside_ball (g : ℝ → ℝ) {a : ℝ} (ha : 0 < a) :
    ∫ r in {r : Space | a < ‖r‖}, g ‖r‖ / ‖r‖ ^ 3 = ∫ s in Ioi a, 4 * π * g s / s := by
  have hv : (volume : Measure Space).real (Metric.ball 0 1) = π * 4 / 3 := by
    rw [Measure.real, EuclideanSpace.volume_ball_fin_three, ENNReal.ofReal_one, one_pow,
      one_mul, ENNReal.toReal_ofReal (by positivity)]
  have hm : MeasurableSet {r : Space | a < ‖r‖} :=
    (isOpen_lt continuous_const continuous_norm).measurableSet
  have hpolar := integral_fun_norm_addHaar (volume : Measure Space)
    ((Ioi a).indicator (fun s => g s / s ^ 3))
  have hrad : ∫ s in Ioi (0 : ℝ), s ^ 2 * (Ioi a).indicator (fun s => g s / s ^ 3) s
      = ∫ s in Ioi a, g s / s := by
    have hind : ∀ s : ℝ, s ^ 2 * (Ioi a).indicator (fun s => g s / s ^ 3) s
        = (Ioi a).indicator (fun s => s ^ 2 * (g s / s ^ 3)) s := by
      intro s
      by_cases hs : s ∈ Ioi a <;> simp [hs]
    simp only [hind]
    rw [setIntegral_indicator measurableSet_Ioi,
      inter_eq_right.2 (Ioi_subset_Ioi ha.le)]
    refine setIntegral_congr_fun measurableSet_Ioi (fun s hs => ?_)
    have hs0 : s ≠ 0 := (ha.trans hs).ne'
    field_simp
  simp only [finrank_euclideanSpace_fin, hv, smul_eq_mul, nsmul_eq_mul,
    Nat.add_one_sub_one, hrad] at hpolar
  rw [← integral_indicator hm]
  calc _ = ∫ r : Space, (Ioi a).indicator (fun s => g s / s ^ 3) ‖r‖ := rfl
    _ = 4 * π * ∫ s in Ioi a, g s / s := by
        rw [hpolar]
        push_cast
        ring
    _ = _ := by
        rw [← integral_const_mul]
        simp only [mul_div_assoc]
```

## (i) The value in three dimensions

For $f(\mathbf r)=e^{-\beta|\mathbf r|}$, show that

$$\lim_{a\to0^+}A_a[f]=-4\pi\ln\beta.$$

**Solution.** Take $g(s)=e^{-\beta s}$ in (h): the spatial integral is $I(a)$. Since $f(0)=1$, $A_a[f]=I(a)+4\pi(\gamma+\ln a)$, and (g) gives the limit.

In Lean, `congr'` transfers the limit because the two expressions agree for every $a>0$.

```lean
/-- For `β > 0`, the Araki-Sucher expression at cutoff radius `a` for the function `exp(-β|r|)` on
three-dimensional space tends to `-4π ln β` as `a` tends to `0` from above. -/
theorem arakiSucher_exponential {β : ℝ} (hβ : 0 < β) :
    Tendsto (arakiSucherCutoff (fun r => Real.exp (-β * ‖r‖))) (𝓝[>] 0)
      (𝓝 (-(4 * π * Real.log β))) := by
  refine (radial_limit hβ).congr' ?_
  filter_upwards [self_mem_nhdsWithin] with a ha
  have h := integral_outside_ball (fun s => Real.exp (-β * s)) ha
  simp only [arakiSucherCutoff, h, norm_zero, mul_zero, Real.exp_zero, mul_one]
```

## (j) Divergence without the counterterm

Show that

$$\lim_{a\to0^+}I(a)=+\infty.$$

**Solution.** The lower bound in (f) gives

$$I(a)\ge-4\pi(\gamma+\ln\beta)-4\pi\ln a.$$

The right side grows without bound because $\ln a\to-\infty$. Lean proves this growth as `hlog` and concludes by comparison; `atTop` stands for $+\infty$.

```lean
/-- For `β > 0`, the integral of `4π exp(-βr)/r` over `r > a`, taken without the counterterm,
grows beyond all bounds as `a` tends to `0` from above. -/
theorem bare_integral_diverges {β : ℝ} (hβ : 0 < β) :
    Tendsto (fun a : ℝ => ∫ r in Ioi a, 4 * π * Real.exp (-β * r) / r) (𝓝[>] 0) atTop := by
  have hlog : Tendsto (fun a : ℝ => 4 * π * -Real.log a) (𝓝[>] 0) atTop :=
    (tendsto_neg_atBot_atTop.comp Real.tendsto_log_nhdsGT_zero).const_mul_atTop
      (by positivity)
  refine tendsto_atTop_mono' _ ?_
    (tendsto_atTop_add_const_left _ (-(4 * π * (γ + Real.log β))) hlog)
  filter_upwards [self_mem_nhdsWithin] with a ha
  linarith [(cutoff_error hβ ha).1]

end

end ArakiSucherExponential
```

```lean
#print axioms ArakiSucherExponential.arakiSucher_exponential
#print axioms ArakiSucherExponential.bare_integral_diverges
```

```
'ArakiSucherExponential.arakiSucher_exponential' depends on axioms: [propext, Classical.choice, Quot.sound]
'ArakiSucherExponential.bare_integral_diverges' depends on axioms: [propext, Classical.choice, Quot.sound]
```
